# On equally counted orientations, a fixed-grid repulsive s-projector with normalised weights has no negative expectation values exactly when the weights are equal

Q: What are the objects, and which conventions do they fix?

A: X is a finite set of n orientations of one electron around an ion, at one fixed distance. A wavefunction is a list of real values ψ_x, one per orientation.

```lean
import Mathlib

open Finset

namespace FixedQuadratureProjector

noncomputable section

variable {X : Type*} [Fintype X]
```

The quadrature rule has real weights w_x, and negative weights are allowed. It replaces the angular average in the s-projector P by a weighted sum, which is the same at every orientation:

(Pψ)_x = ∑_y w_y ψ_y

```lean
/-- The s-projector evaluated by quadrature: at every orientation it returns the
weighted grid sum of the wavefunction. -/
def sProjector (w ψ : X → ℝ) : X → ℝ := fun _ => ∑ y, w y * ψ y
```

The number v is the strength of the s-channel of the effective core potential at this distance, with v > 0 for a repulsive channel. The energy is

E = ∑_x ψ_x v (Pψ)_x

It is not divided by ∑_x ψ_x², which doesn't affect its sign. It is an expectation value, not an eigenvalue. When the weights sum to one, P² = P, so for v > 0 the eigenvalues of vP are never negative, whatever the weights.

```lean
/-- The unnormalised energy of an s-channel potential of strength `v`, with the projector
evaluated by the quadrature weights `w`. -/
def energy (v : ℝ) (w ψ : X → ℝ) : ℝ := ∑ x, ψ x * (v * sProjector w ψ x)
```

For weights that sum to one, the departure from equal weights is measured by the grid factor

K = √(n ∑_x w_x²)

```lean
/-- The grid factor `K = √(n ∑ w²)` of a quadrature rule on `n` orientations. -/
def gridFactor (w : X → ℝ) : ℝ := √((Fintype.card X : ℝ) * ∑ x, w x ^ 2)
```

The last definition is a trial function, u_x = K − n w_x.

```lean
/-- The trial function `K - n w`, built from the weights and the grid factor. -/
def worstTrial (w : X → ℝ) : X → ℝ :=
  fun x => gridFactor w - (Fintype.card X : ℝ) * w x
```

Q: Your outer sum counts all orientations equally, while the inner one uses w. Isn't that mismatch the whole effect?

A: It is its source. The outer sum stands for the electron's own position, with every orientation counted alike. The weights belong only to the evaluation of the potential. If the outer sum carried w as well, the energy would be v(∑_x w_x ψ_x)², which is never negative for v > 0. The result concerns the first convention.

Q: Then derive it for me, without any Lean.

A: Assume ∑_x w_x = 1, so that a constant ψ is projected onto itself. Write S = ∑_x ψ_x and T = ∑_x w_x ψ_x. Since Pψ is constant,

E = v S T

Next, expand the scatter of the weights:

∑_x (1 − n w_x)² = n − 2n + n² ∑_x w_x² = n(K² − 1)

The left side is a sum of squares, so K ≥ 1, and K = 1 exactly when every w_x = 1/n.

For the trial function u, using n ∑_x w_x² = K²,

∑_x u_x = n(K − 1)

∑_x w_x u_x = K − K² = −K(K − 1)

∑_x u_x² = nK² − 2nK + nK² = 2nK(K − 1)

The first two give its energy:

E[u] = −v n K (K − 1)²

For v > 0 this is negative as soon as K > 1, so every unequal rule fails for some ψ.

For the other direction, take any ψ. Since ∑_x u_x ψ_x = KS − nT, Cauchy-Schwarz gives

(KS − nT)² ≤ 2nK(K − 1) ∑_x ψ_x²

We also have

4nK S T = (KS + nT)² − (KS − nT)² ≥ −2nK(K − 1) ∑_x ψ_x²

Dividing by 4nK > 0 and multiplying by v ≥ 0,

E ≥ −(v/2)(K − 1) ∑_x ψ_x²

With equal weights K = 1, and the energy is nonnegative. For an unequal rule and v > 0, u attains the bound, so the lowest normalised energy is −(v/2)(K − 1).

Q: Does this need strange weights or a large grid?

A: No. With one orientation the only normalised weight is 1, and E = vψ² is harmless. Two orientations already suffice. Take w = (7/8, 1/8), both positive. Then K = 5/4 and u = (−1/2, 1), with S = 1/2 and T = −5/16. The energy is −5v/32, and division by ∑_x u_x² = 5/4 gives −v/8 for the normalised function.

Q: What exactly does the formal statement say?

A: The main theorem is `energy_nonneg_iff_uniform`. Its hypotheses are `0 < v` and `∑ x, w x = 1`. It says that `0 ≤ energy v w ψ` for all `ψ : X → ℝ` if and only if each `w x` equals `1 / (Fintype.card X : ℝ)`, where `Fintype.card X` is n. That X is nonempty follows from the normalisation, because an empty sum is 0.

Q: Is the normalisation only cosmetic?

A: No. With two orientations and w = (1, 1), the energy is v(ψ₁ + ψ₂)², which is never negative for v > 0, yet neither weight is 1/2. So nonnegativity does not force w_x = 1/n when the total may be 2.

Q: And how much of a real calculation is in this?

A: One electron on one shell, one channel, and no kinetic energy. The values of ψ on the grid are arbitrary, whereas a smooth wavefunction may never resemble u. The electron also sits only on the grid points. Within this finite model, an unrotated rule with unequal weights can give a repulsive term a negative expectation value, which equal weights forbid. In quantum Monte Carlo with non-local core potentials the electron moves over the whole sphere, and there even a fixed grid with equal weights can give a negative value, because ψ may be negative at the grid points and positive on average. The model therefore illustrates how a fixed rule can spoil a variational bound, but it doesn't show that equal weights are a cure.

Q: Now take me through the proof. Where does E = v S T appear?

A: It comes first. The constant projected value is pulled out of the outer sum by `Finset.sum_mul`.

```lean
/-- The projector energy is the strength times the plain sum times the weighted sum
of the wavefunction. -/
theorem energy_eq (v : ℝ) (w ψ : X → ℝ) :
    energy v w ψ = v * (∑ x, ψ x) * (∑ x, w x * ψ x) := by
  simp only [energy, sProjector]
  rw [← Finset.sum_mul]
  ring
```

Two small lemmas then supply n > 0 and K² = n ∑_x w_x².

```lean
private lemma card_pos_real {w : X → ℝ} (hw : ∑ x, w x = 1) :
    (0 : ℝ) < Fintype.card X := by
  have hX : Nonempty X := by
    by_contra h0
    rw [not_nonempty_iff] at h0
    simp at hw
  exact_mod_cast Fintype.card_pos

private lemma gridFactor_sq (w : X → ℝ) :
    gridFactor w ^ 2 = (Fintype.card X : ℝ) * ∑ x, w x ^ 2 :=
  Real.sq_sqrt (mul_nonneg (Nat.cast_nonneg _) (Finset.sum_nonneg fun _ _ => sq_nonneg _))
```

The next lemma computes three sums for a function of the form a − b w_x: its plain sum, its weighted sum and its sum of squares. The choice a = 1, b = n gives the scatter, and a = K, b = n gives u.

```lean
private lemma moments {w : X → ℝ} (hw : ∑ x, w x = 1) (a b : ℝ) :
    ∑ x, (a - b * w x) = Fintype.card X * a - b ∧
    ∑ x, w x * (a - b * w x) = a - b * ∑ x, w x ^ 2 ∧
    ∑ x, (a - b * w x) ^ 2
      = Fintype.card X * a ^ 2 - 2 * a * b + b ^ 2 * ∑ x, w x ^ 2 := by
  refine ⟨?_, ?_, ?_⟩
  · rw [Finset.sum_sub_distrib, ← Finset.mul_sum, hw]
    simp
  · have h : ∀ x, w x * (a - b * w x) = a * w x - b * w x ^ 2 := fun x => by ring
    simp only [h, Finset.sum_sub_distrib, ← Finset.mul_sum, hw, mul_one]
  · have h : ∀ x, (a - b * w x) ^ 2 = a ^ 2 - 2 * a * b * w x + b ^ 2 * w x ^ 2 :=
      fun x => by ring
    simp only [h, Finset.sum_add_distrib, Finset.sum_sub_distrib, ← Finset.mul_sum, hw,
      mul_one, Finset.sum_const, Finset.card_univ, nsmul_eq_mul]
```

Q: So the scatter identity is one instance of that?

A: Yes, and K ≥ 1 follows because a sum of squares is nonnegative and n is positive.

```lean
/-- For weights that sum to one, the scatter of the weights about the uniform rule is
fixed by the grid factor. -/
theorem scatter_eq {w : X → ℝ} (hw : ∑ x, w x = 1) :
    ∑ x, (1 - (Fintype.card X : ℝ) * w x) ^ 2
      = Fintype.card X * (gridFactor w ^ 2 - 1) := by
  rw [(moments hw 1 _).2.2, gridFactor_sq]
  ring

/-- For weights that sum to one, the grid factor is at least one. -/
theorem one_le_gridFactor {w : X → ℝ} (hw : ∑ x, w x = 1) : 1 ≤ gridFactor w := by
  have h0 : 0 ≤ (Fintype.card X : ℝ) * (gridFactor w ^ 2 - 1) := by
    rw [← scatter_eq hw]
    exact Finset.sum_nonneg fun _ _ => sq_nonneg _
  have h1 := (mul_nonneg_iff_of_pos_left (card_pos_real hw)).mp h0
  have h2 : 0 ≤ gridFactor w := Real.sqrt_nonneg _
  nlinarith
```

For the equality case, K = 1 makes the scatter vanish, so each square in it vanishes and n w_x = 1. Conversely, equal weights make the scatter zero, which gives K² = 1 and then K = 1.

```lean
/-- For weights that sum to one, the grid factor equals one exactly when all weights
are equal to `1/n`. -/
theorem gridFactor_eq_one_iff {w : X → ℝ} (hw : ∑ x, w x = 1) :
    gridFactor w = 1 ↔ ∀ x, w x = 1 / (Fintype.card X : ℝ) := by
  have hn := card_pos_real hw
  have hs := scatter_eq hw
  constructor
  · intro hK x
    have h0 : ∑ x, (1 - (Fintype.card X : ℝ) * w x) ^ 2 = 0 := by
      rw [hs, hK]
      ring
    have hx := (Finset.sum_eq_zero_iff_of_nonneg (fun _ _ => sq_nonneg _)).mp h0 x
      (Finset.mem_univ x)
    have hx' := (pow_eq_zero_iff two_ne_zero).mp hx
    rw [eq_div_iff hn.ne']
    linarith
  · intro h
    have h0 : ∑ x, (1 - (Fintype.card X : ℝ) * w x) ^ 2 = 0 := by
      refine Finset.sum_eq_zero fun x _ => ?_
      rw [h x, mul_one_div_cancel hn.ne']
      ring
    rw [h0] at hs
    have h1 := (mul_eq_zero.mp hs.symm).resolve_left hn.ne'
    have h2 := one_le_gridFactor hw
    exact le_antisymm (by nlinarith) h2
```

Q: Where is Cauchy-Schwarz?

A: In the lower bound, as `cs`. The steps `hlin` and `hm` turn its two sides into (KS − nT)² and 2nK(K − 1) ∑_x ψ_x². The `nlinarith` call receives the square of KS + nT and combines it with `cs`, which is the difference-of-squares step above. The positive factor 4nK is then removed, and v is multiplied in.

```lean
/-- For a non-attractive channel and weights that sum to one, the projector energy is
never below `-(v/2)(K - 1)` times the squared norm of the wavefunction. -/
theorem energy_lower_bound {v : ℝ} (hv : 0 ≤ v) {w : X → ℝ} (hw : ∑ x, w x = 1)
    (ψ : X → ℝ) :
    -(v / 2 * (gridFactor w - 1)) * ∑ x, ψ x ^ 2 ≤ energy v w ψ := by
  have hn := card_pos_real hw
  have hK1 := one_le_gridFactor hw
  have hK := gridFactor_sq w
  -- Cauchy-Schwarz between the wavefunction and the worst trial function
  have cs := Finset.sum_mul_sq_le_sq_mul_sq Finset.univ
    (fun x => gridFactor w - (Fintype.card X : ℝ) * w x) ψ
  have hlin : ∑ x, (gridFactor w - (Fintype.card X : ℝ) * w x) * ψ x
      = gridFactor w * ∑ x, ψ x - Fintype.card X * ∑ x, w x * ψ x := by
    simp only [sub_mul, mul_assoc, Finset.sum_sub_distrib, ← Finset.mul_sum]
  have hm : ∑ x, (gridFactor w - (Fintype.card X : ℝ) * w x) ^ 2
      = 2 * Fintype.card X * gridFactor w * (gridFactor w - 1) := by
    rw [(moments hw _ _).2.2]
    linear_combination (-(Fintype.card X : ℝ)) * hK
  rw [hlin, hm] at cs
  have hmul : 0 ≤ (4 * (Fintype.card X : ℝ) * gridFactor w) *
      ((∑ x, ψ x) * (∑ x, w x * ψ x) + (gridFactor w - 1) / 2 * ∑ x, ψ x ^ 2) := by
    nlinarith [cs, sq_nonneg (gridFactor w * ∑ x, ψ x
      + (Fintype.card X : ℝ) * ∑ x, w x * ψ x)]
  have hpos : 0 < 4 * (Fintype.card X : ℝ) * gridFactor w :=
    mul_pos (by linarith) (by linarith)
  have key := mul_nonneg hv ((mul_nonneg_iff_of_pos_left hpos).mp hmul)
  rw [energy_eq]
  linarith
```

The energy of u comes from the three sums. Each `linear_combination` uses K² = n ∑_x w_x² to reach one of the two stated forms, and these hold for v of any sign.

```lean
/-- For weights that sum to one, the trial function `K - n w` has energy
`-v n K (K - 1)²`, which equals `-(v/2)(K - 1)` times its squared norm. -/
theorem energy_worstTrial (v : ℝ) {w : X → ℝ} (hw : ∑ x, w x = 1) :
    energy v w (worstTrial w)
      = -(v * Fintype.card X * gridFactor w * (gridFactor w - 1) ^ 2) ∧
    energy v w (worstTrial w)
      = -(v / 2 * (gridFactor w - 1)) * ∑ x, worstTrial w x ^ 2 := by
  have hK := gridFactor_sq w
  obtain ⟨h1, h2, h3⟩ := moments hw (gridFactor w) (Fintype.card X : ℝ)
  rw [energy_eq]
  simp only [worstTrial]
  rw [h1, h2, h3]
  constructor
  · linear_combination (v * Fintype.card X * (gridFactor w - 1)) * hK
  · linear_combination (v * Fintype.card X * (gridFactor w - 1) / 2) * hK
```

If the weights are not all 1/n, then K ≠ 1, hence K > 1, and every factor in v n K (K − 1)² is positive.

```lean
/-- In a repulsive channel, a rule whose weights sum to one but are not all `1/n` gives
the trial function `K - n w` a negative energy. -/
theorem spurious_negative_energy {v : ℝ} (hv : 0 < v) {w : X → ℝ} (hw : ∑ x, w x = 1)
    (h : ¬ ∀ x, w x = 1 / (Fintype.card X : ℝ)) :
    energy v w (worstTrial w) < 0 := by
  have hK1 := one_le_gridFactor hw
  have hne : gridFactor w ≠ 1 := fun e => h ((gridFactor_eq_one_iff hw).mp e)
  have hgt : 0 < gridFactor w - 1 := sub_pos.mpr (lt_of_le_of_ne hK1 hne.symm)
  rw [(energy_worstTrial v hw).1]
  exact neg_lt_zero.mpr
    (mul_pos (mul_pos (mul_pos hv (card_pos_real hw)) (by linarith)) (pow_pos hgt 2))
```

The equivalence joins the two halves. If an unequal rule had only nonnegative energies, u would contradict it. If the weights are equal, the lower bound with K = 1 reads 0 ≤ E.

```lean
/-- For weights that sum to one, the energy of a repulsive s-channel on a fixed grid is
nonnegative for every real wavefunction if and only if every weight is `1/n`. -/
theorem energy_nonneg_iff_uniform {v : ℝ} (hv : 0 < v) {w : X → ℝ}
    (hw : ∑ x, w x = 1) :
    (∀ ψ : X → ℝ, 0 ≤ energy v w ψ) ↔ ∀ x, w x = 1 / (Fintype.card X : ℝ) := by
  constructor
  · intro h
    by_contra hne
    exact not_lt_of_ge (h (worstTrial w)) (spurious_negative_energy hv hw hne)
  · intro h ψ
    have hb := energy_lower_bound hv.le hw ψ
    rw [(gridFactor_eq_one_iff hw).mpr h] at hb
    linarith
```

Q: Codes often rotate the grid at random. Does that repair an unequal rule?

A: On average it does, in the following finite version. Let a finite group G permute the orientations so that any one can be carried to any other; this is `MulAction.IsPretransitive`. Keep ψ fixed and use the weights w_{g·x} for each g in G. The total ∑_g w_{g·x} is the same for every x, because replacing x by h·x only relabels the group elements. Summed over x these totals give |G|, so each equals |G|/n. The average of T is therefore S/n, and the average energy is

v S²/n

which is the energy of the equal-weight rule. In the code, `hconst` is the relabelling, `hval` finds the common total by exchanging the two sums, and `hx` multiplies it by ψ_x, ready for the energy.

The theorem is about the average only. For v > 0, each single rotated copy of an unequal rule is still unequal and still has a negative energy for some ψ. The group also maps the grid onto itself, which a rotation drawn at random from all rotations of the sphere almost never does. Transitivity is a further restriction. A grid that combines the vertex directions and the edge-midpoint directions of an octahedron is not covered by rotations, because no rotation that maps this grid onto itself carries one kind of point into the other.

```lean
/-- Averaging the energy over a finite group of rotations of the grid that acts
transitively on the orientations gives `v (∑ ψ)² / n`, for any weights that sum to one. -/
theorem rotation_average {G : Type*} [Group G] [Fintype G] [MulAction G X]
    [MulAction.IsPretransitive G X] (v : ℝ) {w : X → ℝ} (hw : ∑ x, w x = 1)
    (ψ : X → ℝ) :
    (∑ g : G, energy v (fun x => w (g • x)) ψ) / Fintype.card G
      = v * (∑ x, ψ x) ^ 2 / Fintype.card X := by
  have hn := (card_pos_real hw).ne'
  have hG : (Fintype.card G : ℝ) ≠ 0 := Nat.cast_ne_zero.mpr Fintype.card_ne_zero
  -- transitivity makes the rotated weights add up to the same total everywhere
  have hconst : ∀ x y : X, ∑ g : G, w (g • x) = ∑ g : G, w (g • y) := by
    intro x y
    obtain ⟨h, rfl⟩ := MulAction.exists_smul_eq G x y
    simp only [smul_smul]
    exact (Equiv.sum_comp (Equiv.mulRight h) (fun g : G => w (g • x))).symm
  have hrot : ∀ g : G, ∑ y, w (g • y) = 1 := fun g =>
    (Equiv.sum_comp (MulAction.toPerm g) w).trans hw
  have hval : ∀ x : X, (Fintype.card X : ℝ) * ∑ g : G, w (g • x) = Fintype.card G := by
    intro x
    calc (Fintype.card X : ℝ) * ∑ g : G, w (g • x)
        = ∑ y : X, ∑ g : G, w (g • y) := by
          rw [Finset.sum_congr rfl (fun y _ => hconst y x)]
          simp only [Finset.sum_const, Finset.card_univ, nsmul_eq_mul]
      _ = ∑ g : G, ∑ y : X, w (g • y) := Finset.sum_comm
      _ = Fintype.card G := by simp [hrot]
  have hx : ∀ x : X, ∑ g : G, w (g • x) * ψ x
      = (Fintype.card G : ℝ) / Fintype.card X * ψ x := by
    intro x
    rw [← Finset.sum_mul, ← hval x, mul_div_cancel_left₀ _ hn]
  simp only [energy_eq]
  rw [← Finset.mul_sum, Finset.sum_comm]
  simp only [hx, ← Finset.mul_sum]
  field_simp

end

end FixedQuadratureProjector
```

```lean
#print axioms FixedQuadratureProjector.gridFactor_eq_one_iff
-- 'FixedQuadratureProjector.gridFactor_eq_one_iff' depends on axioms: [propext, Classical.choice, Quot.sound]
#print axioms FixedQuadratureProjector.energy_nonneg_iff_uniform
-- 'FixedQuadratureProjector.energy_nonneg_iff_uniform' depends on axioms: [propext, Classical.choice, Quot.sound]
#print axioms FixedQuadratureProjector.rotation_average
-- 'FixedQuadratureProjector.rotation_average' depends on axioms: [propext, Classical.choice, Quot.sound]
```
